# Mandel notation turns rotations of symmetric tensors into orthogonal 6×6 matrices

Mandel notation lists the six independent entries of a symmetric real 3×3 matrix as a vector, with a factor $\sqrt2$ on the shear entries. This map is a linear bijection onto $\mathbb R^6$, and it turns the Frobenius product of two symmetric matrices into the ordinary dot product. For any real 3×3 matrix $R$, the transformation $e\mapsto R\,e\,R^T$ of a symmetric tensor $e$ then becomes multiplication by a 6×6 matrix $M(R)$. Products and transposes of $R$ carry over to $M(R)$, and $M(R)$ is orthogonal exactly when $R$ is.

## Tensors, vectors and the matrix $M(R)$

```lean
import Mathlib

open Matrix

noncomputable section

namespace MandelNotation
```

Strain and stress are both real 3×3 matrices. Indices run over 0, 1, 2 for the axes and over 0 to 5 for Mandel components.

```lean
/-- Second-rank tensors in three dimensions, as real 3x3 matrices. -/
abbrev Tensor := Matrix (Fin 3) (Fin 3) ℝ
```

The symmetric matrices, those with $e^T=e$, form a linear subspace. For a small strain, symmetry holds by definition. For a stress, it expresses the balance of angular momentum in a medium without body couples or couple stresses.

```lean
/-- The space of symmetric second-rank tensors, such as strains and stresses. -/
def symmetricTensors : Submodule ℝ Tensor where
  carrier := {e | eᵀ = e}
  add_mem' := by
    intro a b ha hb
    simp only [Set.mem_ofPred_eq] at *
    rw [transpose_add, ha, hb]
  zero_mem' := by simp
  smul_mem' := by
    intro c a ha
    simp only [Set.mem_ofPred_eq] at *
    rw [transpose_smul, ha]
```

The Mandel vector of $e$ is
$$m(e)=(e_{00},\,e_{11},\,e_{22},\,\sqrt2\,e_{12},\,\sqrt2\,e_{02},\,\sqrt2\,e_{01}).$$
The Lean map `mandel` accepts any 3×3 matrix but reads only the upper triangle, so symmetry appears as a hypothesis wherever it is needed.

```lean
/-- The Mandel vector of a tensor: the diagonal entries, then `√2` times the shear entries `e 1 2`,
`e 0 2` and `e 0 1`, read from the upper triangle. -/
def mandel : Tensor →ₗ[ℝ] (Fin 6 → ℝ) where
  toFun e := ![e 0 0, e 1 1, e 2 2, √2 * e 1 2, √2 * e 0 2, √2 * e 0 1]
  map_add' a b := by
    ext i
    fin_cases i <;> simp <;> ring
  map_smul' c a := by
    ext i
    fin_cases i <;> simp <;> ring
```

In the other direction, six numbers $v$ give the matrix
$$u(v)=\begin{pmatrix}v_0&v_5/\sqrt2&v_4/\sqrt2\\ v_5/\sqrt2&v_1&v_3/\sqrt2\\ v_4/\sqrt2&v_3/\sqrt2&v_2\end{pmatrix}.$$

```lean
/-- The symmetric tensor with a given Mandel vector. -/
def unmandel : (Fin 6 → ℝ) →ₗ[ℝ] Tensor where
  toFun v := !![v 0, v 5 / √2, v 4 / √2; v 5 / √2, v 1, v 3 / √2; v 4 / √2, v 3 / √2, v 2]
  map_add' a b := by
    ext i j
    fin_cases i <;> fin_cases j <;> simp <;> ring
  map_smul' c a := by
    ext i j
    fin_cases i <;> fin_cases j <;> simp <;> ring
```

For any real 3×3 matrix $R$, orthogonal or not, $M(R)$ is the matrix of the linear map $v\mapsto m(R\,u(v)\,R^T)$ in the standard basis. The Lean composite is read from right to left: rebuild the tensor, multiply by $R$ on the left, multiply by $R^T$ on the right, take the Mandel vector.

```lean
/-- The 6x6 matrix `M(R)` that represents `e ↦ R e Rᵀ`, for symmetric `e`, on Mandel vectors. -/
def mandelMatrix (R : Tensor) : Matrix (Fin 6) (Fin 6) ℝ :=
  LinearMap.toMatrix'
    (mandel ∘ₗ LinearMap.mulRight ℝ Rᵀ ∘ₗ LinearMap.mulLeft ℝ R ∘ₗ unmandel)
```

## (a) Every six-component vector comes from a symmetric tensor

Show that for every $v\in\mathbb R^6$
$$u(v)^T=u(v),\qquad m(u(v))=v.$$

The matrix $u(v)$ has equal entries across its diagonal, so it is symmetric. Its diagonal gives back $v_0,v_1,v_2$. Its shear entries give $\sqrt2\,(v_3/\sqrt2)=v_3$, and likewise $v_4$ and $v_5$.

In Lean, `fin_cases` runs through the entries and `field_simp` cancels the square roots.

```lean
/-- The tensor rebuilt from six components is symmetric and has these components as its
Mandel vector. -/
theorem unmandel_spec (v : Fin 6 → ℝ) :
    (unmandel v)ᵀ = unmandel v ∧ mandel (unmandel v) = v := by
  constructor
  · ext i j
    fin_cases i <;> fin_cases j <;> simp [unmandel]
  · ext i
    fin_cases i <;> simp [mandel, unmandel] <;> field_simp
```

## (b) A symmetric tensor survives the round trip

Show that $e^T=e$ implies
$$u(m(e))=e.$$

The diagonal is copied unchanged. Entry 12 becomes $\sqrt2\,e_{12}/\sqrt2=e_{12}$. Entry 21 of the rebuilt matrix is also $e_{12}$, which equals $e_{21}$ by symmetry. The other two shear pairs work in the same way.

The three equalities `h10`, `h20` and `h21` are the symmetry of $e$, entry by entry.

```lean
/-- A symmetric tensor is recovered from its Mandel vector. -/
theorem unmandel_mandel {e : Tensor} (he : eᵀ = e) : unmandel (mandel e) = e := by
  have h10 : e 1 0 = e 0 1 := congrFun (congrFun he 0) 1
  have h20 : e 2 0 = e 0 2 := congrFun (congrFun he 0) 2
  have h21 : e 2 1 = e 1 2 := congrFun (congrFun he 1) 2
  ext i j
  fin_cases i <;> fin_cases j <;> simp [mandel, unmandel, h10, h20, h21]
```

## (c) The Mandel map on symmetric tensors is a bijection

Let $\mathrm{Sym}$ be the space of symmetric tensors. Show that
$$m|_{\mathrm{Sym}}:\mathrm{Sym}\to\mathbb R^6$$
is injective and surjective.

If $m(a)=m(b)$ with $a$ and $b$ symmetric, apply $u$ to both sides; part (b) gives $a=b$. Given $v$, part (a) supplies the symmetric tensor $u(v)$ with Mandel vector $v$.

The restriction is written `mandel.domRestrict symmetricTensors`. Linearity is already part of the type of `mandel`.

```lean
/-- The Mandel map is a linear bijection from symmetric tensors to six-component vectors. -/
theorem mandel_bijective : Function.Bijective (mandel.domRestrict symmetricTensors) := by
  constructor
  · intro a b h
    exact Subtype.ext ((unmandel_mandel a.2).symm.trans
      ((congrArg unmandel h).trans (unmandel_mandel b.2)))
  · intro v
    exact ⟨⟨unmandel v, (unmandel_spec v).1⟩, (unmandel_spec v).2⟩
```

## (d) The factor √2 preserves the inner product

For symmetric $a$ and $b$, show that
$$m(a)\cdot m(b)=\operatorname{tr}(a^Tb).$$

The trace is $\sum_{i,j}a_{ij}b_{ij}$. By symmetry each shear product occurs twice, so
$$\operatorname{tr}(a^Tb)=a_{00}b_{00}+a_{11}b_{11}+a_{22}b_{22}+2(a_{12}b_{12}+a_{02}b_{02}+a_{01}b_{01}).$$
In the dot product each shear product occurs once, with weight $\sqrt2\cdot\sqrt2=2$. The two sums agree.

For a strain and the stress that it causes in a linear material with a symmetric stiffness, this product is twice the elastic energy density. The symmetry hypotheses matter: if $a=b$ has a single nonzero entry $a_{10}=1$, then $m(a)=0$ while the trace is 1.

The Lean proof expands both sides; `linear_combination` then uses `hs`, the equation $\sqrt2\cdot\sqrt2=2$, multiplied by the sum of shear products.

```lean
/-- The dot product of two Mandel vectors is the Frobenius product of the symmetric tensors. -/
theorem mandel_dotProduct {a b : Tensor} (ha : aᵀ = a) (hb : bᵀ = b) :
    mandel a ⬝ᵥ mandel b = trace (aᵀ * b) := by
  have a10 : a 1 0 = a 0 1 := congrFun (congrFun ha 0) 1
  have a20 : a 2 0 = a 0 2 := congrFun (congrFun ha 0) 2
  have a21 : a 2 1 = a 1 2 := congrFun (congrFun ha 1) 2
  have b10 : b 1 0 = b 0 1 := congrFun (congrFun hb 0) 1
  have b20 : b 2 0 = b 0 2 := congrFun (congrFun hb 0) 2
  have b21 : b 2 1 = b 1 2 := congrFun (congrFun hb 1) 2
  have hs : √2 * √2 = (2 : ℝ) := Real.mul_self_sqrt (by norm_num)
  simp only [mandel, LinearMap.coe_mk, AddHom.coe_mk, dotProduct, Fin.sum_univ_six,
    Matrix.trace, Matrix.diag_apply, Matrix.mul_apply, Matrix.transpose_apply,
    Fin.sum_univ_three, a10, a20, a21, b10, b20, b21]
  -- each shear product occurs twice in the trace and once, with weight `√2 * √2`, in the dot product
  simp
  linear_combination (a 1 2 * b 1 2 + a 0 2 * b 0 2 + a 0 1 * b 0 1) * hs
```

## (e) The transformed tensor stays symmetric

For any $R$ and symmetric $e$, show that
$$(R\,e\,R^T)^T=R\,e\,R^T.$$

Transposition reverses the order of the factors, so the left side is $(R^T)^T e^T R^T=R\,e\,R^T$. The rewrites in Lean are these steps.

```lean
/-- The transformed tensor `R e Rᵀ` is symmetric when `e` is. -/
theorem congruence_symm (R : Tensor) {e : Tensor} (he : eᵀ = e) :
    (R * e * Rᵀ)ᵀ = R * e * Rᵀ := by
  rw [transpose_mul, transpose_mul, transpose_transpose, he, Matrix.mul_assoc]
```

## (f) The 6×6 matrix acts as the tensor transformation

For symmetric $e$, show that
$$M(R)\,m(e)=m(R\,e\,R^T).$$

By definition, $M(R)\,m(e)=m(R\,u(m(e))\,R^T)$, and part (b) replaces $u(m(e))$ by $e$.

The first rewrites turn the matrix back into the linear map that defined it, and the last applies `unmandel_mandel`. In Lean, `*ᵥ` is matrix times vector. The definition also serves as a recipe for a program: column $j$ of $M(R)$ is $m(R\,u(\hat v_j)\,R^T)$, where $\hat v_j$ is the $j$-th unit vector of $\mathbb R^6$. No table of 36 formulas is needed.

```lean
/-- `M(R)` sends the Mandel vector of a symmetric tensor `e` to that of `R e Rᵀ`. -/
theorem mandelMatrix_mulVec (R : Tensor) {e : Tensor} (he : eᵀ = e) :
    mandelMatrix R *ᵥ mandel e = mandel (R * e * Rᵀ) := by
  rw [mandelMatrix, ← Matrix.toLin'_apply, Matrix.toLin'_toMatrix']
  change mandel (R * unmandel (mandel e) * Rᵀ) = _
  rw [unmandel_mandel he]
```

## (g) Successive transformations multiply

For all real 3×3 matrices $R$ and $Q$, show that
$$M(RQ)=M(R)\,M(Q).$$

By part (a), any $v\in\mathbb R^6$ is $m(e)$ for a symmetric $e$. Since $QeQ^T$ is symmetric by part (e), part (f) can be applied twice:
$$M(R)M(Q)\,m(e)=M(R)\,m(QeQ^T)=m(RQ\,e\,Q^TR^T).$$
Because $Q^TR^T=(RQ)^T$, the right side is $M(RQ)\,m(e)$. The two matrices agree on every vector, so they are equal.

The injectivity of `Matrix.toLin'` reduces equality of matrices to equality of their actions, and `obtain` chooses the tensor $e$.

```lean
/-- Successive transformations multiply: `M(RQ) = M(R) M(Q)`. -/
theorem mandelMatrix_mul (R Q : Tensor) :
    mandelMatrix (R * Q) = mandelMatrix R * mandelMatrix Q := by
  apply Matrix.toLin'.injective
  refine LinearMap.ext fun v => ?_
  obtain ⟨e, he, rfl⟩ : ∃ e, eᵀ = e ∧ mandel e = v := ⟨unmandel v, unmandel_spec v⟩
  simp only [Matrix.toLin'_apply]
  rw [← Matrix.mulVec_mulVec, mandelMatrix_mulVec _ he, mandelMatrix_mulVec _ he,
    mandelMatrix_mulVec _ (congruence_symm Q he), transpose_mul]
  simp only [Matrix.mul_assoc]
```

## (h) Transposes carry over

Show that for every real $R$
$$M(R^T)=M(R)^T.$$

Write $v=m(a)$ and $w=m(b)$ with $a,b$ symmetric. Parts (d) and (f), with the cyclic property of the trace, give
$$v\cdot M(R^T)w=\operatorname{tr}(a\,R^T b\,R)=\operatorname{tr}(R\,a\,R^T b)=(M(R)v)\cdot w.$$
Taking $v$ and $w$ to be the unit vectors $i$ and $j$ gives $M(R^T)_{ij}=M(R)_{ji}$.

In Lean, `key` is the displayed identity, `Matrix.trace_mul_comm` moves $R$ to the front, and `Pi.single` is a unit vector.

```lean
/-- Transposing `R` transposes its 6x6 matrix: `M(Rᵀ) = M(R)ᵀ`. -/
theorem mandelMatrix_transpose (R : Tensor) :
    mandelMatrix Rᵀ = (mandelMatrix R)ᵀ := by
  -- the two matrices are adjoint, by cyclicity of the trace
  have key : ∀ v w, v ⬝ᵥ (mandelMatrix Rᵀ *ᵥ w) = (mandelMatrix R *ᵥ v) ⬝ᵥ w := by
    intro v w
    obtain ⟨a, ha, rfl⟩ : ∃ e, eᵀ = e ∧ mandel e = v := ⟨unmandel v, unmandel_spec v⟩
    obtain ⟨b, hb, rfl⟩ : ∃ e, eᵀ = e ∧ mandel e = w := ⟨unmandel w, unmandel_spec w⟩
    rw [mandelMatrix_mulVec _ ha, mandelMatrix_mulVec _ hb,
      mandel_dotProduct ha (congruence_symm _ hb),
      mandel_dotProduct (congruence_symm _ ha) hb, congruence_symm _ ha, ha,
      transpose_transpose]
    have h : a * (Rᵀ * b * R) = (a * Rᵀ * b) * R := by simp only [Matrix.mul_assoc]
    rw [h, Matrix.trace_mul_comm]
    simp only [Matrix.mul_assoc]
  ext i j
  simpa using key (Pi.single i 1) (Pi.single j 1)
```

## (i) Orthogonality passes in both directions

Show that
$$M(R)^TM(R)=1\iff R^TR=1.$$

By parts (h) and (g), the left-hand product is $M(R^TR)$. If $R^TR=1$, this is $M(1)$, which sends each $m(e)$ to itself and is therefore the identity.

Conversely, put $S=R^TR$ and suppose $M(S)=1$. For symmetric $e$, part (f) gives $m(SeS^T)=m(e)$, hence $SeS^T=e$ by part (b). Take $e$ to be a unit strain along axis $k$, with $e_{kk}=1$ and all other entries zero. The diagonal entry $ii$ of $SeS^T=e$ reads
$$S_{ik}^2=\delta_{ik},$$
where $\delta_{ik}$ is 1 for $i=k$ and 0 otherwise. So the off-diagonal entries of $S$ vanish and each $S_{kk}$ is $1$ or $-1$. Since $S_{kk}=\sum_l R_{lk}^2\ge0$, it is $1$, and $S=1$.

The sign needs this separate argument, because $M(S)=1$ alone does not give $S=1$: the choice $S=-1$ also leaves every tensor unchanged. The Lean proof therefore records the sign as `hpos` before `generalize` replaces $R^TR$ by a general $S$. Then `fix` is the equation $SeS^T=e$, and `key` is the result of the unit-strain test. Reflections are included, since nothing is assumed about the determinant of $R$.

```lean
/-- The 6x6 matrix `M(R)` is orthogonal exactly when `R` is orthogonal. -/
theorem mandelMatrix_orthogonal_iff (R : Tensor) :
    (mandelMatrix R)ᵀ * mandelMatrix R = 1 ↔ Rᵀ * R = 1 := by
  rw [← mandelMatrix_transpose, ← mandelMatrix_mul]
  constructor
  · intro h
    have hpos : ∀ k, 0 ≤ (Rᵀ * R) k k := by
      intro k
      rw [Matrix.mul_apply]
      exact Finset.sum_nonneg fun l _ => mul_self_nonneg (R l k)
    generalize Rᵀ * R = S at h hpos ⊢
    have fix : ∀ e : Tensor, eᵀ = e → S * e * Sᵀ = e := by
      intro e he
      have h1 := mandelMatrix_mulVec S he
      rw [h, Matrix.one_mulVec] at h1
      rw [← unmandel_mandel (congruence_symm S he), ← h1, unmandel_mandel he]
    -- test on a unit strain along axis `k`
    have key : ∀ i k, S i k * S i k = if i = k then 1 else 0 := by
      intro i k
      have h2 := congrFun (congrFun
        (fix (diagonal (Pi.single k 1)) (diagonal_transpose _)) i) i
      rw [Matrix.mul_apply] at h2
      simpa only [Matrix.mul_diagonal, Matrix.transpose_apply, Matrix.diagonal_apply_eq,
        Pi.single_apply, mul_ite, ite_mul, mul_one, mul_zero, zero_mul,
        Finset.sum_ite_eq', Finset.mem_univ, if_true] using h2
    ext i k
    have h3 := key i k
    by_cases hik : i = k
    · subst hik
      rw [if_pos rfl] at h3
      rw [Matrix.one_apply_eq]
      rcases mul_self_eq_one_iff.mp h3 with h4 | h4
      · exact h4
      · linarith [hpos i]
    · rw [if_neg hik] at h3
      rw [Matrix.one_apply_ne hik]
      exact mul_self_eq_zero.mp h3
  · intro h
    rw [h]
    apply Matrix.toLin'.injective
    refine LinearMap.ext fun v => ?_
    obtain ⟨e, he, rfl⟩ : ∃ e, eᵀ = e ∧ mandel e = v := ⟨unmandel v, unmandel_spec v⟩
    simp only [Matrix.toLin'_apply]
    rw [mandelMatrix_mulVec _ he, Matrix.one_mulVec, transpose_one, Matrix.one_mul,
      Matrix.mul_one]
```

## (j) Hooke's law for a rotated crystal

Let $\sigma$ and $\varepsilon$ be a symmetric stress and strain with $m(\sigma)=C\,m(\varepsilon)$ for a 6×6 stiffness $C$, and let $R^TR=1$. With $\sigma'=R\sigma R^T$ and $\varepsilon'=R\varepsilon R^T$, show that
$$m(\sigma')=M(R)\,C\,M(R)^T\,m(\varepsilon').$$

Insert $M(R)^TM(R)=1$ from part (i):
$$m(\sigma')=M(R)\,C\,m(\varepsilon)=M(R)\,C\,M(R)^TM(R)\,m(\varepsilon)=M(R)\,C\,M(R)^T\,m(\varepsilon').$$

The hypothesis `hooke` is the linear response of the material, assumed here and valid for small strains. Neither symmetry nor positivity of $C$ is required. Within linear elasticity, the formula converts elastic constants computed by an electronic-structure code from one set of Cartesian axes to another. The rows of $R$ are then the unit vectors along the new axes, written in the old ones.

Such constants are often listed in Voigt form, where the strain vector carries $2\varepsilon_{12}$, $2\varepsilon_{02}$, $2\varepsilon_{01}$ and the stress vector carries no factors. With the components in the order used here, convert first:
$$C=D\,C^{\mathrm{Voigt}}D,\qquad D=\operatorname{diag}(1,1,1,\sqrt2,\sqrt2,\sqrt2).$$
Putting $C^{\mathrm{Voigt}}$ directly into the rotation formula generally gives wrong constants. After the rotation, multiplying by $D^{-1}$ on both sides returns to Voigt form.

```lean
/-- If stress and strain obey Hooke's law with 6x6 stiffness `C`, then the stress and strain
transformed by an orthogonal `R` obey it with stiffness `M(R) C M(R)ᵀ`. -/
theorem hooke_rotated (C : Matrix (Fin 6) (Fin 6) ℝ) {R σ ε : Tensor}
    (hR : Rᵀ * R = 1) (hσ : σᵀ = σ) (hε : εᵀ = ε) (hooke : mandel σ = C *ᵥ mandel ε) :
    mandel (R * σ * Rᵀ) =
      (mandelMatrix R * C * (mandelMatrix R)ᵀ) *ᵥ mandel (R * ε * Rᵀ) := by
  rw [← mandelMatrix_mulVec R hσ, ← mandelMatrix_mulVec R hε, hooke]
  simp only [Matrix.mulVec_mulVec]
  rw [Matrix.mul_assoc (mandelMatrix R * C), (mandelMatrix_orthogonal_iff R).mpr hR,
    Matrix.mul_one]

end MandelNotation
```

```lean
#print axioms MandelNotation.mandel_bijective
#print axioms MandelNotation.mandelMatrix_orthogonal_iff
#print axioms MandelNotation.hooke_rotated
```

```
'MandelNotation.mandel_bijective' depends on axioms: [propext, Classical.choice, Quot.sound]
'MandelNotation.mandelMatrix_orthogonal_iff' depends on axioms: [propext, Classical.choice, Quot.sound]
'MandelNotation.hooke_rotated' depends on axioms: [propext, Classical.choice, Quot.sound]
```
